# Every Real 3×3 Occupation Matrix Has Equal p Populations in Some Rotated Frame

A calculation on a molecule reports different populations for the $p_x$, $p_y$ and $p_z$ orbitals of one atom. The molecule could have been placed differently relative to the coordinate axes, and the three numbers would then, in general, have been different. Can the axes be chosen so that the differences vanish, even when the charge distribution in the shell is anisotropic?

## Two turns that equalise the populations

Let $N$ be the real $3\times3$ occupation matrix of one p shell in the orthonormal basis $p_x,p_y,p_z$, with indices $0,1,2$. A rotation $R$ satisfies $R^TR=1$ and $\det R=1$, and its columns are the new axes. In the new frame the occupation matrix is $R^TNR$, and its diagonal entries are the new populations. The claim is that some $R$ makes all three equal to $\bar n=\operatorname{tr}N/3$.

The p orbital along a unit vector $u$ has population $q_N(u)=u^TNu$. Write
$$u(\theta,\varphi)=(\cos\theta,\ \cos\varphi\sin\theta,\ \sin\varphi\sin\theta),$$
with $\theta$ measured from the x axis. Then $f(\theta,\varphi)=q_N(u(\theta,\varphi))$ is continuous, and
$$f(0,0)=N_{00},\quad f(\tfrac{\pi}{2},0)=N_{11},\quad f(\tfrac{\pi}{2},\tfrac{\pi}{2})=N_{22}.$$
The mean $\bar n$ of these values lies between the least and the greatest of them. By the intermediate value theorem on the connected $(\theta,\varphi)$ plane, $f=\bar n$ at some point.

At that point, turn by $\theta$ about z and then by $\varphi$ about x. The product $R_1$ of these rotations has first column $u(\theta,\varphi)$, so $M=R_1^TNR_1$ has $M_{00}=\bar n$. Since $R_1R_1^T=1$, the trace is unchanged, and $M_{11}+M_{22}=2\bar n$.

Now turn the other two axes by $t$ about the first. The second population becomes
$$g(t)=M_{11}\cos^2t+M_{22}\sin^2t+(M_{12}+M_{21})\sin t\cos t,$$
which runs continuously from $g(0)=M_{11}$ to $g(\pi/2)=M_{22}$. It therefore takes their mean $\bar n$ at some $t$. The first population has not moved, and the trace gives the third: $3\bar n-\bar n-\bar n=\bar n$.

## Where the anisotropy goes

Let $N$ be symmetric and $N'=R^TNR$ have equal populations. Then $N'$ is symmetric, and $N'^2=R^TN(RR^T)NR=R^TN^2R$ has the trace of $N^2$. Written out in elements, this reads
$$3\bar n^2+2\left(N_{01}'^2+N_{02}'^2+N_{12}'^2\right)=\operatorname{tr}N^2,$$
so the off-diagonal squares, counted on both sides of the diagonal, sum to $\operatorname{tr}N^2-(\operatorname{tr}N)^2/3$.

If all off-diagonal elements vanished, $N'$ would be $\bar n\,1$, and $N=RN'R^T=\bar n\,1$ as well. An anisotropic $N$ thus keeps off-diagonal elements in every equalising frame. For $N=\operatorname{diag}(1,0,0)$, each population becomes $1/3$ and each off-diagonal element $\pm1/3$.

For a single p shell, then, equal orbital populations in an electronic-structure output do not show that the shell is isotropic; the eigenvalues of a symmetric $N$ do decide it.

The same argument, fixing one axis at a time, equalises the diagonal of any real $n\times n$ matrix by a rotation in $n$ dimensions, because the block still to be treated always has mean diagonal $\operatorname{tr}N/n$. For a d shell this is a mixing of the five orbitals that need not come from a rotation of space.

## Frames and populations in Lean

```lean
import Mathlib

open Matrix

namespace PShellPopulations

noncomputable section
```

The rotation condition is the one used above.

```lean
/-- A proper rotation of the axes: a real orthogonal 3×3 matrix of determinant one.
Its columns are the new axes. -/
def IsRotation (R : Matrix (Fin 3) (Fin 3) ℝ) : Prop :=
  Rᵀ * R = 1 ∧ R.det = 1
```

The matrix `N` stays attached to the physical system while the axes turn. Nothing bounds its eigenvalues, so the usual occupation limits play no part.

```lean
/-- The matrix `Rᵀ * N * R`. For a rotation `R` it is the p-shell occupation matrix `N` written in
the frame whose axes are the columns of `R`, and its diagonal entries are the populations of the
reoriented p orbitals. -/
def inFrame (R N : Matrix (Fin 3) (Fin 3) ℝ) : Matrix (Fin 3) (Fin 3) ℝ :=
  Rᵀ * N * R
```

The quadratic form $q_N$ is written out in components. Only the sums `N 0 1 + N 1 0` and their like occur, which is why the main theorem needs no symmetry of `N`.

```lean
/-- The quadratic form of `N` at the vector `(x, y, z)`; for a unit vector it is the population
of the p orbital pointing along it. -/
def axisPopulation (N : Matrix (Fin 3) (Fin 3) ℝ) (x y z : ℝ) : ℝ :=
  x ^ 2 * N 0 0 + y ^ 2 * N 1 1 + z ^ 2 * N 2 2 + x * y * (N 0 1 + N 1 0)
    + x * z * (N 0 2 + N 2 0) + y * z * (N 1 2 + N 2 1)
```

Two families of elementary rotations suffice.

```lean
/-- Rotation about the x axis by the angle `φ`. -/
def rotX (φ : ℝ) : Matrix (Fin 3) (Fin 3) ℝ :=
  !![1, 0, 0; 0, Real.cos φ, -Real.sin φ; 0, Real.sin φ, Real.cos φ]

/-- Rotation about the z axis by the angle `θ`. -/
def rotZ (θ : ℝ) : Matrix (Fin 3) (Fin 3) ℝ :=
  !![Real.cos θ, -Real.sin θ, 0; Real.sin θ, Real.cos θ, 0; 0, 0, 1]
```

Their orthogonality and determinants are checked entry by entry, using $\sin^2\varphi+\cos^2\varphi=1$.

```lean
/-- The matrices `rotX φ` and `rotZ φ` are proper rotations. -/
theorem isRotation_rotX_rotZ (φ : ℝ) : IsRotation (rotX φ) ∧ IsRotation (rotZ φ) := by
  have h := Real.sin_sq_add_cos_sq φ
  refine ⟨⟨?_, ?_⟩, ⟨?_, ?_⟩⟩
  · ext i j
    fin_cases i <;> fin_cases j <;>
      simp [rotX, Matrix.mul_apply, Fin.sum_univ_three] <;> nlinarith
  · rw [rotX, Matrix.det_fin_three]
    simp
    nlinarith
  · ext i j
    fin_cases i <;> fin_cases j <;>
      simp [rotZ, Matrix.mul_apply, Fin.sum_univ_three] <;> nlinarith
  · rw [rotZ, Matrix.det_fin_three]
    simp
    nlinarith
```

Products of rotations are rotations, which allows the turns to be combined.

```lean
/-- Two proper rotations in succession make a proper rotation. -/
theorem IsRotation.mul {R S : Matrix (Fin 3) (Fin 3) ℝ} (hR : IsRotation R)
    (hS : IsRotation S) : IsRotation (R * S) := by
  refine ⟨?_, by rw [Matrix.det_mul, hR.2, hS.2, one_mul]⟩
  calc (R * S)ᵀ * (R * S) = Sᵀ * (Rᵀ * R) * S := by
        simp only [Matrix.transpose_mul, Matrix.mul_assoc]
    _ = 1 := by rw [hR.1, Matrix.mul_one, hS.1]
```

Trace invariance follows from cyclicity and $RR^T=1$; for square matrices the latter follows from $R^TR=1$.

```lean
/-- The total p population does not depend on the orientation of the axes. -/
theorem trace_inFrame {R : Matrix (Fin 3) (Fin 3) ℝ} (hR : IsRotation R)
    (N : Matrix (Fin 3) (Fin 3) ℝ) : (inFrame R N).trace = N.trace := by
  have h : R * Rᵀ = 1 := mul_eq_one_comm.mp hR.1
  rw [inFrame, Matrix.trace_mul_comm, ← Matrix.mul_assoc, h, Matrix.one_mul]
```

The next lemma identifies a diagonal entry in the new frame with the quadratic form at the corresponding column of `R`.

```lean
/-- The `i`-th diagonal entry of `inFrame R N` is the quadratic form of `N` at the `i`-th column of
`R`. For a rotation `R` this is the population of the `i`-th reoriented orbital. -/
theorem inFrame_diag (R N : Matrix (Fin 3) (Fin 3) ℝ) (i : Fin 3) :
    inFrame R N i i = axisPopulation N (R 0 i) (R 1 i) (R 2 i) := by
  simp only [inFrame, axisPopulation, Matrix.mul_apply, Fin.sum_univ_three,
    Matrix.transpose_apply]
  ring
```

## The first axis by continuity

In `exists_mean_axis`, `f` is the function of the two angles, and `h0`, `h1`, `h2` are its values on the old axes. The bounds `lo` and `hi` are proved by contradiction: if every value of `f` lay above the mean, or every value below it, the three old populations could not add up to the trace. The intermediate value theorem enters as `mem_range_of_exists_le_of_exists_ge`.

```lean
/-- Some direction in space, given by its spherical angles, has a p orbital that holds exactly
one third of the total population. -/
theorem exists_mean_axis (N : Matrix (Fin 3) (Fin 3) ℝ) :
    ∃ θ φ : ℝ, axisPopulation N (Real.cos θ) (Real.cos φ * Real.sin θ)
      (Real.sin φ * Real.sin θ) = N.trace / 3 := by
  obtain ⟨f, hf⟩ : ∃ f : ℝ × ℝ → ℝ, ∀ p, f p = axisPopulation N (Real.cos p.1)
      (Real.cos p.2 * Real.sin p.1) (Real.sin p.2 * Real.sin p.1) := ⟨_, fun _ => rfl⟩
  have hc : Continuous f := by
    rw [funext hf]
    unfold axisPopulation
    fun_prop
  -- the three old axes
  have h0 : f (0, 0) = N 0 0 := by simp [hf, axisPopulation]
  have h1 : f (Real.pi / 2, 0) = N 1 1 := by simp [hf, axisPopulation]
  have h2 : f (Real.pi / 2, Real.pi / 2) = N 2 2 := by simp [hf, axisPopulation]
  have ht := Matrix.trace_fin_three N
  have lo : ∃ p, f p ≤ N.trace / 3 := by
    by_contra! h
    linarith [h (0, 0), h (Real.pi / 2, 0), h (Real.pi / 2, Real.pi / 2)]
  have hi : ∃ p, N.trace / 3 ≤ f p := by
    by_contra! h
    linarith [h (0, 0), h (Real.pi / 2, 0), h (Real.pi / 2, Real.pi / 2)]
  obtain ⟨p, hp⟩ := mem_range_of_exists_le_of_exists_ge hc lo hi
  exact ⟨p.1, p.2, by rw [← hf, hp]⟩
```

## All three populations

The main theorem says that for every real 3×3 matrix `N` there is a proper rotation `R` for which each diagonal entry of `inFrame R N` is `N.trace / 3`. It gives existence only, with no formula for the angles.

The proof takes `M` as the matrix after the first turn and applies the same continuity argument to `g`. The equation `e` combines the successive frame changes, and `d0`, `d1`, `d2` are the three populations, the last obtained from the trace.

```lean
/-- For every real 3×3 matrix `N`, symmetric or not, a proper rotation of the axes makes all
three p populations equal to one third of the trace. -/
theorem exists_rotation_equal_populations (N : Matrix (Fin 3) (Fin 3) ℝ) :
    ∃ R, IsRotation R ∧ ∀ i, inFrame R N i i = N.trace / 3 := by
  obtain ⟨θ, φ, h⟩ := exists_mean_axis N
  have hR : IsRotation (rotX φ * rotZ θ) :=
    (isRotation_rotX_rotZ φ).1.mul (isRotation_rotX_rotZ θ).2
  obtain ⟨M, hM⟩ : ∃ M, M = inFrame (rotX φ * rotZ θ) N := ⟨_, rfl⟩
  have hM0 : M 0 0 = N.trace / 3 := by
    rw [hM, inFrame_diag, ← h]
    congr 1 <;> simp [rotX, rotZ, Matrix.mul_apply, Fin.sum_univ_three]
  have hMt : M.trace = N.trace := by rw [hM, trace_inFrame hR]
  have ht := Matrix.trace_fin_three M
  -- turn the other two axes about the first one until their populations agree
  obtain ⟨g, hg⟩ : ∃ g : ℝ → ℝ, ∀ t, g t =
      axisPopulation M 0 (Real.cos t) (Real.sin t) := ⟨_, fun _ => rfl⟩
  have hc : Continuous g := by
    rw [funext hg]
    unfold axisPopulation
    fun_prop
  have g0 : g 0 = M 1 1 := by simp [hg, axisPopulation]
  have g1 : g (Real.pi / 2) = M 2 2 := by simp [hg, axisPopulation]
  have lo : ∃ t, g t ≤ N.trace / 3 := by
    by_contra! k
    linarith [k 0, k (Real.pi / 2)]
  have hi : ∃ t, N.trace / 3 ≤ g t := by
    by_contra! k
    linarith [k 0, k (Real.pi / 2)]
  obtain ⟨t, hgt⟩ := mem_range_of_exists_le_of_exists_ge hc lo hi
  have hX := (isRotation_rotX_rotZ t).1
  have e : inFrame (rotX φ * rotZ θ * rotX t) N = inFrame (rotX t) M := by
    rw [hM]
    simp only [inFrame, Matrix.transpose_mul, Matrix.mul_assoc]
  have d0 : inFrame (rotX t) M 0 0 = N.trace / 3 := by
    rw [inFrame_diag, ← hM0]
    simp [rotX, axisPopulation]
  have d1 : inFrame (rotX t) M 1 1 = N.trace / 3 := by
    rw [inFrame_diag, ← hgt, hg]
    simp [rotX]
  -- the trace fixes the third population
  have d2 : inFrame (rotX t) M 2 2 = N.trace / 3 := by
    have s := trace_inFrame hX M
    rw [Matrix.trace_fin_three, hMt] at s
    linarith
  refine ⟨_, hR.mul hX, fun i => ?_⟩
  rw [e]
  fin_cases i
  · exact d0
  · exact d1
  · exact d2
```

## Complex Hermitian matrices

Even in the real basis $p_x,p_y,p_z$, which is kept here, complex molecular orbitals, for example in a magnetic field, can make the occupation matrix complex. If it is Hermitian, $N=A+iB$ with $A$ real symmetric and $B$ real antisymmetric. For a real vector $u$, $u^TBu=0$, so the populations are those of $A$, and $\operatorname{tr}N=\operatorname{tr}A$.

The proof applies the main theorem to the real parts. `Complex.ext` splits the required equality into real and imaginary parts; the first is the real result `k`, and the second follows from the antisymmetry `a` and the vanishing diagonal `z`. The rotation remains real, so it is still a rotation of the axes in space.

```lean
/-- For a complex Hermitian occupation matrix, too, a real proper rotation of the axes makes all
three p populations equal to one third of the trace. -/
theorem exists_rotation_equal_populations_hermitian (N : Matrix (Fin 3) (Fin 3) ℂ)
    (hN : N.IsHermitian) : ∃ R, IsRotation R ∧ ∀ i,
      ((R.map Complex.ofReal)ᵀ * N * R.map Complex.ofReal) i i = N.trace / 3 := by
  obtain ⟨R, hR, h⟩ := exists_rotation_equal_populations (N.map Complex.re)
  refine ⟨R, hR, fun i => ?_⟩
  have k := h i
  rw [inFrame_diag] at k
  simp only [axisPopulation, Matrix.trace_fin_three, Matrix.map_apply] at k
  -- the imaginary part of `N` is antisymmetric and drops out
  have a : ∀ i j, (N i j).im = -(N j i).im := fun i j => by
    rw [← hN.apply i j]
    simp
  have z : ∀ i, (N i i).im = 0 := fun i => by linarith [a i i]
  apply Complex.ext
  · simp [Matrix.mul_apply, Fin.sum_univ_three, Matrix.trace_fin_three]
    linear_combination k
  · simp [Matrix.mul_apply, Fin.sum_univ_three, Matrix.trace_fin_three]
    linear_combination (R 0 i ^ 2 - 1 / 3) * z 0 + (R 1 i ^ 2 - 1 / 3) * z 1
      + (R 2 i ^ 2 - 1 / 3) * z 2 + R 0 i * R 1 i * a 0 1 + R 0 i * R 2 i * a 0 2
      + R 1 i * R 2 i * a 1 2
```

## Off-diagonal weight in an equalising frame

Here symmetry is assumed as `hN`. The steps `s` and `sq` establish that the rotated matrix is symmetric and that squaring commutes with the change of frame; expanding the trace then gives the sum.

```lean
/-- For symmetric `N`, in any rotated frame with equal populations the squared off-diagonal
elements add up to `tr(N²) - tr(N)²/3`. -/
theorem offDiagonal_weight {R N : Matrix (Fin 3) (Fin 3) ℝ} (hR : IsRotation R)
    (hN : Nᵀ = N) (h : ∀ i, inFrame R N i i = N.trace / 3) :
    2 * (inFrame R N 0 1 ^ 2 + inFrame R N 0 2 ^ 2 + inFrame R N 1 2 ^ 2)
      = (N * N).trace - N.trace ^ 2 / 3 := by
  have hRR : R * Rᵀ = 1 := mul_eq_one_comm.mp hR.1
  have hs : (inFrame R N)ᵀ = inFrame R N := by
    simp only [inFrame, Matrix.transpose_mul, Matrix.transpose_transpose, hN, Matrix.mul_assoc]
  have s : ∀ i j, inFrame R N j i = inFrame R N i j := fun i j => congrFun (congrFun hs i) j
  have sq : inFrame R N * inFrame R N = inFrame R (N * N) := by
    calc inFrame R N * inFrame R N = Rᵀ * N * (R * Rᵀ) * N * R := by
          simp only [inFrame, Matrix.mul_assoc]
      _ = inFrame R (N * N) := by
          rw [hRR, Matrix.mul_one]
          simp only [inFrame, Matrix.mul_assoc]
  have t := trace_inFrame hR (N * N)
  rw [← sq, Matrix.trace_fin_three] at t
  simp only [Matrix.mul_apply, Fin.sum_univ_three] at t
  rw [s 0 1, s 0 2, s 1 2, h 0, h 1, h 2] at t
  linear_combination t
```

The last theorem assumes that `N` differs from every multiple `c • 1` of the identity, and needs no symmetry. Its proof supposes that all off-diagonal elements vanish, obtains a multiple of the identity in `hd`, and rotates back to contradict the assumption.

```lean
/-- If `N` is not a multiple of the identity, every rotated frame with equal populations has a
nonzero off-diagonal element. -/
theorem exists_offDiagonal_ne_zero {R N : Matrix (Fin 3) (Fin 3) ℝ} (hR : IsRotation R)
    (hN : ∀ c : ℝ, N ≠ c • (1 : Matrix (Fin 3) (Fin 3) ℝ))
    (h : ∀ i, inFrame R N i i = N.trace / 3) :
    ∃ i j, i ≠ j ∧ inFrame R N i j ≠ 0 := by
  by_contra! k
  have hRR : R * Rᵀ = 1 := mul_eq_one_comm.mp hR.1
  have hd : inFrame R N = (N.trace / 3) • (1 : Matrix (Fin 3) (Fin 3) ℝ) := by
    ext i j
    by_cases hij : i = j
    · subst hij
      simp [h]
    · simp [k i j hij, hij]
  -- rotate back to the old axes
  apply hN (N.trace / 3)
  calc N = (R * Rᵀ) * N * (R * Rᵀ) := by rw [hRR, Matrix.one_mul, Matrix.mul_one]
    _ = R * inFrame R N * Rᵀ := by simp only [inFrame, Matrix.mul_assoc]
    _ = (N.trace / 3) • (1 : Matrix (Fin 3) (Fin 3) ℝ) := by
        rw [hd, Matrix.mul_smul, Matrix.smul_mul, Matrix.mul_one, hRR]

end

end PShellPopulations
```

```lean
#print axioms PShellPopulations.exists_rotation_equal_populations_hermitian
#print axioms PShellPopulations.offDiagonal_weight
#print axioms PShellPopulations.exists_offDiagonal_ne_zero
```

```
'PShellPopulations.exists_rotation_equal_populations_hermitian' depends on axioms: [propext, Classical.choice, Quot.sound]
'PShellPopulations.offDiagonal_weight' depends on axioms: [propext, Classical.choice, Quot.sound]
'PShellPopulations.exists_offDiagonal_ne_zero' depends on axioms: [propext, Classical.choice, Quot.sound]
```
